# The annulene reference polynomial and its zeros \(2\cos\frac{(2j+1)\pi}{2N}\)

To measure how much π energy an annulene gains or loses by being cyclic, one compares its Hückel π levels with those of a reference in which the closed circuit does not contribute, and this reference polynomial can be defined either by counting the sets of bonds on a graph that share no site or by explicit coefficients. Here the coefficients are taken as the definition. For a ring of \(N\) sites,
\[
R_N(x)=\sum_{2k\le N}(-1)^k\frac{N}{N-k}\binom{N-k}{k}x^{N-2k},\qquad x=\frac{E-\alpha}{\beta},
\]
where \(E\) is the energy, \(\alpha\) the site energy and \(\beta\) the hopping, equal on all bonds. Some texts use the opposite sign for \(x\).

The claim is that \(R_N(2\cos\theta)=2\cos(N\theta)\), and that the zeros of \(R_N\) are the \(N\) distinct numbers \(2\cos\frac{(2j+1)\pi}{2N}\), \(j=0,\dots,N-1\). For non-interacting electrons with equal hoppings, these are the levels against which the ring's own Hückel levels are compared in a topological resonance energy.

## From bond counting to cosines

The \(k\)-th coefficient should count, up to sign, the ways to choose \(k\) bonds with no site in common. On an open chain of \(n\) sites there are \(\binom{n-k}{k}\) ways, since one arranges \(k\) pairs and \(n-2k\) single sites in a row. This gives the chain polynomial
\[
P_n(x)=\sum_{2k\le n}(-1)^k\binom{n-k}{k}x^{n-2k}.
\]
On a ring with \(N\ge3\), single out one bond. A choice either avoids it, leaving a chain of \(N\) sites, or uses it, leaving \(k-1\) bonds on a chain of \(N-2\) sites:
\[
\binom{N-k}{k}+\binom{N-k-1}{k-1}=\frac{N}{N-k}\binom{N-k}{k}\qquad(k\ge1).
\]
With the signs included, \(R_N=P_N-P_{N-2}\) for \(N\ge2\).

Pascal's rule \(\binom{n+1-k}{k+1}=\binom{n-k}{k+1}+\binom{n-k}{k}\) gives the chain recurrence \(P_{n+2}=xP_{n+1}-P_n\). Now put \(x=z+w\) with \(zw=1\). Then
\[
P_{n+1}=zP_n+w^{n+1}.
\]
For \(n=0\) this reads \(z+w=z+w\). If it holds for \(n\), then
\[
P_{n+2}=zP_{n+1}+w(zP_n+w^{n+1})-P_n=zP_{n+1}+w^{n+2}.
\]
Exchanging \(z\) and \(w\) gives \(P_{n+1}=wP_n+z^{n+1}\), hence \(zP_{n+1}=P_n+z^{n+2}\). Therefore
\[
R_{n+2}=P_{n+2}-P_n=zP_{n+1}+w^{n+2}-P_n=z^{n+2}+w^{n+2}.
\]
Also \(R_1=x=z+w\), so \(R_N(z+w)=z^N+w^N\) for all \(N\ge1\). Setting \(z=e^{i\theta}\) and \(w=e^{-i\theta}\) gives the cosine formula.

For the zeros, write any complex \(x\) as \(2\cos\theta\) with complex \(\theta\). Then \(R_N(x)=0\) means \(\cos(N\theta)=0\), so \(\theta=(2k+1)\pi/(2N)\) for some integer \(k\), and \(\theta\) is real. Changing \(k\) by \(2N\) turns the angle by \(2\pi\), so \(k\) can be replaced by its remainder \(r\) with \(0\le r<2N\). If \(r\ge N\), the reflection \(\theta\mapsto2\pi-\theta\) replaces \(r\) by \(2N-1-r<N\). Conversely, each label \(j<N\) gives \(N\theta=(2j+1)\pi/2\), where the cosine vanishes. The \(N\) angles lie between \(0\) and \(\pi\), where the cosine strictly decreases, so the zeros are distinct.

## The polynomials and levels in Lean

```lean
import Mathlib

open scoped Real

namespace AnnuleneReference

noncomputable section
```

The chain term and its sum transcribe \(P_n\). The bound `n / 2 + 1` uses integer division, so the sum runs over \(2k\le n\).

```lean
/-- The `k`-th term of the open-chain polynomial of `n` sites, `(-1)^k C(n-k,k) x^(n-2k)` for
`2k ≤ n`. -/
def chainTerm (n k : ℕ) (x : ℂ) : ℂ :=
  (-1) ^ k * ((n - k).choose k : ℂ) * x ^ (n - 2 * k)

/-- The polynomial of the open chain of `n` sites: the sum of its terms over `2k ≤ n`. -/
def chainPoly (n : ℕ) (x : ℂ) : ℂ :=
  ∑ k ∈ Finset.range (n / 2 + 1), chainTerm n k x
```

Despite its name, `ringPoly` is the reference polynomial and not the characteristic polynomial of the ring's Hückel matrix, which for \(N\ge3\) is \(R_N-2\). The variable is complex, and the quotient \(N/(N-k)\) is taken in the complex numbers, without rounding.

```lean
/-- The reference polynomial of the annulene with `N ≥ 1` sites, in explicit form:
the sum over `2k ≤ N` of `(-1)^k N/(N-k) C(N-k,k) x^(N-2k)`. -/
def ringPoly (N : ℕ) (x : ℂ) : ℂ :=
  ∑ k ∈ Finset.range (N / 2 + 1),
    (-1) ^ k * ((N : ℂ) / ((N : ℂ) - (k : ℂ))) * ((N - k).choose k : ℂ) * x ^ (N - 2 * k)
```

The levels are real by definition, in units of \(\beta\) and measured from \(\alpha\).

```lean
/-- The reference level `2 cos((2j+1)π/(2N))` of a ring with `N ≥ 1` sites. -/
def refLevel (N j : ℕ) : ℝ := 2 * Real.cos ((2 * (j : ℝ) + 1) * π / (2 * (N : ℝ)))
```

The bond count that ties these coefficients to a molecular ring is the argument given above in words; the Lean definitions start from its result.

## Chain recurrence and the cut ring

Pascal's rule is first proved term by term. The case \(n<2k\) is separate because all three binomials then vanish.

```lean
/-- Pascal's rule for the terms of the open-chain polynomial. -/
theorem chainTerm_rec (n k : ℕ) (x : ℂ) :
    chainTerm (n + 2) (k + 1) x = x * chainTerm (n + 1) (k + 1) x - chainTerm n k x := by
  unfold chainTerm
  rcases lt_or_ge n (2 * k) with h | h
  · -- too many bonds: all three binomials vanish
    rw [Nat.choose_eq_zero_of_lt (show n + 2 - (k + 1) < k + 1 by omega),
      Nat.choose_eq_zero_of_lt (show n + 1 - (k + 1) < k + 1 by omega),
      Nat.choose_eq_zero_of_lt (show n - k < k by omega)]
    simp
  · obtain ⟨m, rfl⟩ := Nat.exists_eq_add_of_le h
    rw [show 2 * k + m + 2 - (k + 1) = k + m + 1 by omega,
      show 2 * k + m + 1 - (k + 1) = k + m by omega,
      show 2 * k + m - k = k + m by omega,
      show 2 * k + m + 2 - 2 * (k + 1) = m by omega,
      show 2 * k + m + 1 - 2 * (k + 1) = m - 1 by omega,
      show 2 * k + m - 2 * k = m by omega, Nat.choose_succ_succ']
    rcases m with _ | m
    · rw [Nat.choose_eq_zero_of_lt (show k + 0 < k + 1 by omega)]
      push_cast
      ring
    · rw [Nat.add_sub_cancel]
      push_cast
      ring
```

The sum for \(n+1\) sites can be one term shorter than the sum for \(n+2\) sites. Padding it with a zero term lets the two be compared term by term, and the \(k\)-th term for \(n\) sites is then matched with their terms of index \(k+1\).

```lean
/-- The sum defining the open-chain polynomial may be extended by vanishing terms. -/
theorem chainPoly_eq_sum (n M : ℕ) (x : ℂ) (h : n / 2 + 1 ≤ M) :
    chainPoly n x = ∑ k ∈ Finset.range M, chainTerm n k x := by
  unfold chainPoly
  apply Finset.sum_subset
  · intro k hk
    rw [Finset.mem_range] at *
    omega
  · intro k _ hk
    rw [Finset.mem_range] at hk
    rw [chainTerm, Nat.choose_eq_zero_of_lt (show n - k < k by omega)]
    simp

/-- Adding a site at the end of an open chain: `P_{n+2} = x P_{n+1} - P_n`. -/
theorem chainPoly_rec (n : ℕ) (x : ℂ) :
    chainPoly (n + 2) x = x * chainPoly (n + 1) x - chainPoly n x := by
  rw [chainPoly_eq_sum (n + 2) (n / 2 + 1 + 1) x (by omega),
    chainPoly_eq_sum (n + 1) (n / 2 + 1 + 1) x (by omega), chainPoly,
    Finset.sum_range_succ' _ (n / 2 + 1), Finset.sum_range_succ' _ (n / 2 + 1),
    mul_add, add_sub_right_comm, Finset.mul_sum, ← Finset.sum_sub_distrib]
  refine congrArg₂ (· + ·) (Finset.sum_congr rfl fun k _ => chainTerm_rec n k x) ?_
  simp only [chainTerm, Nat.mul_zero, Nat.sub_zero, Nat.choose_zero_right, pow_zero,
    Nat.cast_one, one_mul]
  ring
```

Next comes \(R_{n+2}=P_{n+2}-P_n\). Inside the proof, `hq` is the splitting of the ring coefficient into two chain coefficients, with \(k+1\) in place of the \(k\) used above.

```lean
/-- Cutting one bond of the ring: the reference polynomial of `n + 2` sites is the
open-chain polynomial of `n + 2` sites minus that of `n` sites. -/
theorem ringPoly_eq_chain (n : ℕ) (x : ℂ) :
    ringPoly (n + 2) x = chainPoly (n + 2) x - chainPoly n x := by
  unfold ringPoly chainPoly
  rw [show (n + 2) / 2 + 1 = n / 2 + 1 + 1 by omega,
    Finset.sum_range_succ' _ (n / 2 + 1), Finset.sum_range_succ' _ (n / 2 + 1),
    add_sub_right_comm, ← Finset.sum_sub_distrib]
  refine congrArg₂ (· + ·) (Finset.sum_congr rfl fun k hk => ?_) ?_
  · have h : 2 * k ≤ n := by
      have := Finset.mem_range.1 hk
      omega
    obtain ⟨m, rfl⟩ := Nat.exists_eq_add_of_le h
    unfold chainTerm
    rw [show 2 * k + m + 2 - (k + 1) = k + m + 1 by omega,
      show 2 * k + m - k = k + m by omega,
      show 2 * k + m + 2 - 2 * (k + 1) = m by omega,
      show 2 * k + m - 2 * k = m by omega]
    have hc : ((k : ℂ) + m + 1) * ((k + m).choose k : ℂ)
        = ((k + m + 1).choose (k + 1) : ℂ) * ((k : ℂ) + 1) := by
      exact_mod_cast Nat.add_one_mul_choose_eq (k + m) k
    have hd : (k : ℂ) + m + 1 ≠ 0 := by exact_mod_cast Nat.succ_ne_zero (k + m)
    -- the ring coefficient splits into two chain coefficients
    have hq : ((2 * k + m + 2 : ℕ) : ℂ) / (((2 * k + m + 2 : ℕ) : ℂ) - ((k + 1 : ℕ) : ℂ))
        * ((k + m + 1).choose (k + 1) : ℂ)
        = ((k + m + 1).choose (k + 1) : ℂ) + ((k + m).choose k : ℂ) := by
      rw [show ((2 * k + m + 2 : ℕ) : ℂ) - ((k + 1 : ℕ) : ℂ) = (k : ℂ) + m + 1 by
        push_cast; ring, div_mul_eq_mul_div, div_eq_iff hd]
      push_cast
      linear_combination -hc
    linear_combination (-1) ^ (k + 1) * x ^ m * hq
  · have h : ((n + 2 : ℕ) : ℂ) ≠ 0 := Nat.cast_ne_zero.2 (by omega)
    simp only [chainTerm, Nat.cast_zero, sub_zero, div_self h, mul_one]
```

## Two waves and the cosine formula

The induction for \(P_{n+1}=zP_n+w^{n+1}\) ends in `linear_combination`, which combines the induction hypothesis, multiplied by \(w\), with \(zw=1\).

```lean
/-- For `zw = 1`, lengthening the open chain by one site at `x = z + w` multiplies its
polynomial by `z` and adds a power of `w`. -/
theorem chainPoly_transfer {z w : ℂ} (h : z * w = 1) (n : ℕ) :
    chainPoly (n + 1) (z + w) = z * chainPoly n (z + w) + w ^ (n + 1) := by
  induction n with
  | zero => simp [chainPoly, chainTerm]
  | succ n ih =>
    rw [show n + 1 + 1 = n + 2 from rfl, chainPoly_rec]
    linear_combination w * ih + chainPoly n (z + w) * h
```

In the next proof, `h1` is the transfer relation and `h2` its mirror image. No division by \(z-w\) occurs, so the band edges \(x=\pm2\), where \(z=w\), need no separate treatment.

```lean
/-- For `N ≥ 1` and `zw = 1`, the reference polynomial at `z + w` is `z^N + w^N`. -/
theorem ringPoly_add {z w : ℂ} (h : z * w = 1) {N : ℕ} (hN : 1 ≤ N) :
    ringPoly N (z + w) = z ^ N + w ^ N := by
  rcases N with _ | _ | n
  · omega
  · simp [ringPoly]
  · change ringPoly (n + 2) (z + w) = z ^ (n + 2) + w ^ (n + 2)
    have h1 : chainPoly (n + 2) (z + w) = z * chainPoly (n + 1) (z + w) + w ^ (n + 2) :=
      chainPoly_transfer h (n + 1)
    -- the same step with the two waves exchanged
    have h2 := chainPoly_transfer (mul_comm z w ▸ h : w * z = 1) n
    rw [add_comm w z] at h2
    rw [ringPoly_eq_chain]
    linear_combination h1 + z * h2 + chainPoly n (z + w) * h
```

The cosine theorem holds for \(N\ge1\) and complex \(\theta\), which includes every ring \(N\ge3\) and every real angle.

```lean
/-- For `N ≥ 1` and any real or complex `θ`, the annulene reference polynomial at
`2 cos θ` equals `2 cos(Nθ)`. -/
theorem ringPoly_two_cos {N : ℕ} (hN : 1 ≤ N) (θ : ℂ) :
    ringPoly N (2 * Complex.cos θ) = 2 * Complex.cos (N * θ) := by
  have h : Complex.exp (θ * Complex.I) * Complex.exp (-θ * Complex.I) = 1 := by
    rw [← Complex.exp_add]
    simp
  have two_cos (a : ℂ) : 2 * Complex.cos a
      = Complex.exp (a * Complex.I) + Complex.exp (-a * Complex.I) := by
    rw [Complex.cos]
    ring
  rw [two_cos, two_cos, ringPoly_add h hN, ← Complex.exp_nat_mul, ← Complex.exp_nat_mul,
    show (N * θ) * Complex.I = N * (θ * Complex.I) by ring,
    show -(N * θ) * Complex.I = N * (-θ * Complex.I) by ring]
```

## All zeros, and their order

The folding lemma takes an arbitrary integer label, removes whole turns through the remainder modulo \(2N\), and reflects if necessary.

```lean
/-- For `N ≥ 1`, every half-odd angle `(2k+1)π/(2N)` has the cosine of one with
label `0 ≤ j < N`. -/
theorem cos_fold {N : ℕ} (hN : 1 ≤ N) (k : ℤ) :
    ∃ j < N, Real.cos ((2 * (k : ℝ) + 1) * π / (2 * (N : ℝ)))
      = Real.cos ((2 * (j : ℝ) + 1) * π / (2 * (N : ℝ))) := by
  have hN0 : (N : ℝ) ≠ 0 := Nat.cast_ne_zero.2 (by omega)
  obtain ⟨r, hr⟩ := Int.eq_ofNat_of_zero_le
    (Int.emod_nonneg k (show (2 * (N : ℤ)) ≠ 0 by omega))
  have hlt := Int.emod_lt_of_pos k (show (0 : ℤ) < 2 * (N : ℤ) by omega)
  have hdef := Int.emod_def k (2 * (N : ℤ))
  have hk : k = (r : ℤ) + 2 * (N : ℤ) * (k / (2 * (N : ℤ))) := by linarith
  generalize k / (2 * (N : ℤ)) = q at hk
  have hkR : (k : ℝ) = r + 2 * N * q := by exact_mod_cast hk
  -- remove whole turns
  have hturn : (2 * (k : ℝ) + 1) * π / (2 * (N : ℝ))
      = (2 * (r : ℝ) + 1) * π / (2 * (N : ℝ)) + q * (2 * π) := by
    rw [hkR]
    field_simp
    ring
  rw [hturn, Real.cos_add_int_mul_two_pi]
  rcases lt_or_ge r N with h | h
  · exact ⟨r, h, rfl⟩
  · -- reflect the lower half circle onto the upper one
    refine ⟨2 * N - 1 - r, by omega, ?_⟩
    have hs : ((2 * N - 1 - r : ℕ) : ℝ) = 2 * N - 1 - r := by
      have : (2 * N - 1 - r) + 1 + r = 2 * N := by omega
      have h' : ((2 * N - 1 - r : ℕ) : ℝ) + 1 + r = 2 * N := by exact_mod_cast this
      linarith
    rw [hs, ← Real.cos_two_pi_sub]
    congr 1
    field_simp
    ring
```

The theorem on zeros is an equivalence: a complex number \(x\) is a zero exactly when it equals `refLevel N j` for some \(j<N\). Reality of the zeros is thus a conclusion. The forward direction uses surjectivity of the complex cosine, and the reverse direction inserts the level into the cosine formula.

```lean
/-- For `N ≥ 1`, the complex zeros of the annulene reference polynomial are exactly the
real levels `2 cos((2j+1)π/(2N))` with `j = 0, ..., N-1`. -/
theorem ringPoly_eq_zero_iff {N : ℕ} (hN : 1 ≤ N) (x : ℂ) :
    ringPoly N x = 0 ↔ ∃ j < N, x = (refLevel N j : ℂ) := by
  have hN0 : (N : ℂ) ≠ 0 := Nat.cast_ne_zero.2 (by omega)
  constructor
  · intro h
    -- every complex energy is 2 cos θ for a complex θ
    obtain ⟨θ, hθ⟩ := Complex.cos_surjective (x / 2)
    have hx : x = 2 * Complex.cos θ := by
      rw [hθ]
      ring
    rw [hx, ringPoly_two_cos hN] at h
    have hc : Complex.cos (N * θ) = 0 := by simpa using h
    obtain ⟨k, hk⟩ := Complex.cos_eq_zero_iff.1 hc
    have hreal : θ = (((2 * (k : ℝ) + 1) * π / (2 * (N : ℝ)) : ℝ) : ℂ) := by
      push_cast
      rw [eq_div_iff (mul_ne_zero two_ne_zero hN0)]
      linear_combination 2 * hk
    obtain ⟨j, hj, e⟩ := cos_fold hN k
    refine ⟨j, hj, ?_⟩
    rw [hx, hreal, ← Complex.ofReal_cos, e, refLevel, Complex.ofReal_mul,
      Complex.ofReal_ofNat]
  · rintro ⟨j, _, rfl⟩
    rw [refLevel, Complex.ofReal_mul, Complex.ofReal_ofNat, Complex.ofReal_cos,
      ringPoly_two_cos hN, mul_eq_zero]
    right
    refine Complex.cos_eq_zero_iff.2 ⟨(j : ℤ), ?_⟩
    push_cast
    field_simp
```

Strict decrease with \(j\) makes the \(N\) levels distinct. For negative \(\beta\), the energy \(\alpha+\beta x\) rises with \(j\).

```lean
/-- The reference levels with labels below `N` strictly decrease with the label. -/
theorem refLevel_strictAnti {N i j : ℕ} (hij : i < j) (hj : j < N) :
    refLevel N j < refLevel N i := by
  have hN : (0 : ℝ) < N := by exact_mod_cast (show 0 < N by omega)
  have hj' : (j : ℝ) + 1 ≤ N := by exact_mod_cast hj
  have hij' : (i : ℝ) < j := by exact_mod_cast hij
  have hle : (2 * (j : ℝ) + 1) * π / (2 * (N : ℝ)) ≤ π := by
    rw [div_le_iff₀ (by positivity)]
    nlinarith [Real.pi_pos, mul_nonneg Real.pi_pos.le (sub_nonneg.2 hj')]
  have hlt : (2 * (i : ℝ) + 1) * π / (2 * (N : ℝ))
      < (2 * (j : ℝ) + 1) * π / (2 * (N : ℝ)) := by
    apply div_lt_div_of_pos_right _ (by positivity)
    nlinarith [mul_pos Real.pi_pos (sub_pos.2 hij')]
  have := Real.cos_lt_cos_of_nonneg_of_le_pi (by positivity) hle hlt
  unfold refLevel
  linarith
```

For the six-membered ring, the carbon framework of benzene, expanding the sum gives the coefficients explicitly.

```lean
/-- The reference polynomial of the six-membered ring is `x^6 - 6x^4 + 9x^2 - 2`. -/
theorem ringPoly_six (x : ℂ) : ringPoly 6 x = x ^ 6 - 6 * x ^ 4 + 9 * x ^ 2 - 2 := by
  norm_num [ringPoly, Finset.sum_range_succ, Nat.choose]
  ring

end

end AnnuleneReference
```

```lean
#print axioms AnnuleneReference.ringPoly_two_cos
#print axioms AnnuleneReference.ringPoly_eq_zero_iff
#print axioms AnnuleneReference.refLevel_strictAnti
#print axioms AnnuleneReference.ringPoly_six
```

```
'AnnuleneReference.ringPoly_two_cos' depends on axioms: [propext, Classical.choice, Quot.sound]
'AnnuleneReference.ringPoly_eq_zero_iff' depends on axioms: [propext, Classical.choice, Quot.sound]
'AnnuleneReference.refLevel_strictAnti' depends on axioms: [propext, Classical.choice, Quot.sound]
'AnnuleneReference.ringPoly_six' depends on axioms: [propext, Classical.choice, Quot.sound]
```
